# Positive definiteness of the dynamical matrix of a square lattice with axial and diagonal springs

A square lattice held together by unstressed nearest-neighbour central springs alone is not rigid in the harmonic approximation. Displace whole rows along their own direction, each row by a different amount: the horizontal springs keep their length, the vertical ones change only at second order, and the squared frequency vanishes along entire lines of the Brillouin zone. Such a mode has no restoring force and cannot be quantised as an oscillator of positive frequency. In the two-parameter model of a monatomic square lattice with unstressed central springs and in-plane motion, the result below shows that, when both stiffnesses are positive, the uniform translations are the only plane waves of zero frequency, which is the stability check behind a phonon calculation for this model.

## The claim and its derivation

Take unit lattice spacing and unit mass. An unstressed central spring of stiffness K along the bond R pulls atom n with the force K R Rᵀ(u(n+R) − u(n))/|R|². For a plane wave u(n) = u exp(i k·n − iωt) the bonds R and −R together give the factor exp(ik·R) + exp(−ik·R) − 2 = −2(1 − cos k·R), so that ω²u = D u, where each bond direction contributes

S(K, R, k) = 2K(1 − cos k·R) R Rᵀ / |R|².

Put k = (x, y), stiffness K1 on (1,0) and (0,1), and K2 on (1,1) and (1,−1). The axial bonds contribute 2K1(1 − cos x) and 2K1(1 − cos y) to the two diagonal entries. The diagonal bonds have |R|² = 2, and they add

K2[2 − cos(x+y) − cos(x−y)] = 2K2(1 − cos x cos y)

to each diagonal entry and

K2[cos(x−y) − cos(x+y)] = 2K2 sin x sin y

to each off-diagonal entry. The claim is that for K1, K2 > 0 this matrix D(x, y) is positive definite exactly when (x, y) lies outside (2πℤ)².

Since uᵀR Rᵀu = (R·u)², the quadratic form at u = (u₀, u₁) is

uᵀDu = 2K1(1 − cos x)u₀² + 2K1(1 − cos y)u₁² + K2(1 − cos(x+y))(u₀+u₁)² + K2(1 − cos(x−y))(u₀−u₁)².

All four terms are nonnegative when K1, K2 ≥ 0. If x and y are both in 2πℤ, then cos x = cos y = 1 and sin x = 0, so D = 0, which is not positive definite. Otherwise at least one cosine is below 1. Let u ≠ 0. If both cosines are below 1, the first two terms already have a positive sum. If cos x = 1 and cos y < 1, then sin x = 0, hence cos(x ± y) = cos y, and with (u₀+u₁)² + (u₀−u₁)² = 2(u₀² + u₁²),

uᵀDu = 2K1(1 − cos y)u₁² + 2K2(1 − cos y)(u₀² + u₁²) > 0.

The case cos y = 1, cos x < 1 follows by exchanging x with y and u₀ with u₁.

The same formula settles the limiting cases. For K2 = 0 and K1 > 0 positivity needs both x and y outside 2πℤ: at (0, π) the vector (1, 0) has zero energy. For K1 = 0 and K2 > 0 it needs both x+y and x−y outside 2πℤ: at (π, π) the matrix vanishes. So the claim fails if either stiffness is set to zero.

Finally, for K1, K2 ≠ 0 let D be a multiple of the identity. Equal diagonal entries give K1(cos x − cos y) = 0, so cos x = cos y. The vanishing off-diagonal entry gives sin x = 0 or sin y = 0, so the common cosine is 1 or −1, and (x, y) is (0, 0) or (π, π) modulo (2πℤ)². Conversely, at these points sin x = 0 and the diagonal entries agree.

## The formal development

In Lean 4 with Mathlib:

```lean
import Mathlib

open Matrix

namespace SquareLatticePhonons

noncomputable section
```

`InTwoPiZ t` says t = n·2π for an integer n. Wave-vector components are arbitrary real numbers, not reduced to the first zone.

```lean
/-- A phase is an integer multiple of `2π`. -/
def InTwoPiZ (t : ℝ) : Prop := ∃ n : ℤ, t = n * (2 * Real.pi)
```

`dynMatrix K1 K2 x y` is D, a real 2×2 matrix whose indices 0 and 1 are the x and y directions. Mass and spacing do not appear.

```lean
/-- Dynamical matrix of the square lattice with nearest-neighbour springs `K1` and
diagonal springs `K2` at the wave vector `(x, y)`. -/
def dynMatrix (K1 K2 x y : ℝ) : Matrix (Fin 2) (Fin 2) ℝ :=
  !![2 * K1 * (1 - Real.cos x) + 2 * K2 * (1 - Real.cos x * Real.cos y),
      2 * K2 * Real.sin x * Real.sin y;
     2 * K2 * Real.sin x * Real.sin y,
      2 * K1 * (1 - Real.cos y) + 2 * K2 * (1 - Real.cos x * Real.cos y)]
```

`springMatrix K R k` is S(K, R, k), with `vecMulVec R R` for R Rᵀ and `⬝ᵥ` for the dot product. The formula enters as a definition. The lattice, the equations of motion and the plane-wave reduction are not formalised, nor is the reading of eigenvalues as ω² or of a scalar D as two degenerate branches; these physical identifications are left unproved here. Prestress, bond-bending forces, further neighbours, out-of-plane motion and anharmonic terms are absent from the model.

```lean
/-- Contribution `2K (1 - cos k·R) R Rᵀ / |R|²` of central springs of stiffness `K` along the
bonds `±R` at the wave vector `k`. -/
def springMatrix (K : ℝ) (R k : Fin 2 → ℝ) : Matrix (Fin 2) (Fin 2) ℝ :=
  (2 * K * (1 - Real.cos (k ⬝ᵥ R)) / (R ⬝ᵥ R)) • vecMulVec R R
```

The later proofs that involve 2πℤ replace membership in it by the condition cos t = 1.

```lean
/-- A phase lies in `2πℤ` exactly when its cosine is one. -/
theorem inTwoPiZ_iff (t : ℝ) : InTwoPiZ t ↔ Real.cos t = 1 := by
  rw [Real.cos_eq_one_iff]
  constructor
  · rintro ⟨n, hn⟩
    exact ⟨n, hn.symm⟩
  · rintro ⟨n, hn⟩
    exact ⟨n, hn.symm⟩
```

The decomposition into four bonds holds for all real K1 and K2. It is checked entry by entry, with the addition formula for the cosine as in the computation by hand.

```lean
/-- The dynamical matrix is the sum of the central-spring contributions of the two axial
bonds with `K1` and the two diagonal bonds with `K2`. -/
theorem dynMatrix_eq_sum_springs (K1 K2 x y : ℝ) :
    dynMatrix K1 K2 x y =
      springMatrix K1 ![1, 0] ![x, y] + springMatrix K1 ![0, 1] ![x, y]
        + springMatrix K2 ![1, 1] ![x, y] + springMatrix K2 ![1, -1] ![x, y] := by
  ext i j
  fin_cases i <;> fin_cases j <;>
    simp [dynMatrix, springMatrix, dotProduct, Fin.sum_univ_two,
      Real.cos_add] <;> ring
```

In `energy_eq` the left side `u ⬝ᵥ dynMatrix K1 K2 x y *ᵥ u` is uᵀDu. The proof does not go through the spring matrices: it expands both sides in cos x, cos y, sin x, sin y and closes the polynomial identity with `ring`.

```lean
/-- The quadratic form of the dynamical matrix is a weighted sum of four squares, one for
each bond direction. -/
theorem energy_eq (K1 K2 x y : ℝ) (u : Fin 2 → ℝ) :
    u ⬝ᵥ dynMatrix K1 K2 x y *ᵥ u =
      2 * K1 * (1 - Real.cos x) * u 0 ^ 2 + 2 * K1 * (1 - Real.cos y) * u 1 ^ 2
        + K2 * (1 - Real.cos (x + y)) * (u 0 + u 1) ^ 2
        + K2 * (1 - Real.cos (x - y)) * (u 0 - u 1) ^ 2 := by
  simp [dynMatrix, dotProduct, Matrix.mulVec, Fin.sum_univ_two, Real.cos_add, Real.cos_sub]
  ring
```

Mathlib's `PosDef` asks for a Hermitian matrix, which over the reals means symmetric, and for a positive form on nonzero vectors. The next two theorems supply the symmetry and restate positivity for real polarisations, writing u ≠ 0 as `u 0 ≠ 0 ∨ u 1 ≠ 0`.

```lean
/-- The dynamical matrix is symmetric. -/
theorem dynMatrix_isHermitian (K1 K2 x y : ℝ) : (dynMatrix K1 K2 x y).IsHermitian := by
  refine Matrix.IsHermitian.ext (fun i j => ?_)
  fin_cases i <;> fin_cases j <;> simp [dynMatrix]

/-- The dynamical matrix is positive definite exactly when its quadratic form is positive
on every polarisation whose two components do not both vanish. -/
theorem posDef_iff_energy (K1 K2 x y : ℝ) :
    (dynMatrix K1 K2 x y).PosDef ↔
      ∀ u : Fin 2 → ℝ, (u 0 ≠ 0 ∨ u 1 ≠ 0) → 0 < u ⬝ᵥ dynMatrix K1 K2 x y *ᵥ u := by
  rw [Matrix.posDef_iff_dotProduct_mulVec]
  constructor
  · intro h u hu
    have hu0 : u ≠ 0 := by
      rintro rfl
      simp at hu
    have h2 : 0 < star u ⬝ᵥ dynMatrix K1 K2 x y *ᵥ u := by
      apply h.2
      exact hu0
    simpa using h2
  · intro h
    refine ⟨dynMatrix_isHermitian K1 K2 x y, ?_⟩
    intro u hu
    have hu' : u 0 ≠ 0 ∨ u 1 ≠ 0 := by
      by_contra hc
      have h0 : u 0 = 0 := by
        by_contra h0
        exact hc (Or.inl h0)
      have h1 : u 1 = 0 := by
        by_contra h1
        exact hc (Or.inr h1)
      apply hu
      funext i
      fin_cases i
      · simpa using h0
      · simpa using h1
    simpa using h u hu'
```

Strict positivity of the quadratic form is obtained below from `weighted_sq_pos`: a p² + b q² > 0 for a, b > 0 when p or q is nonzero.

```lean
/-- Two squared amplitudes with positive weights have a positive sum if one of the amplitudes
is nonzero. -/
theorem weighted_sq_pos {a b p q : ℝ} (ha : 0 < a) (hb : 0 < b) (h : p ≠ 0 ∨ q ≠ 0) :
    0 < a * p ^ 2 + b * q ^ 2 := by
  rcases h with h | h <;> positivity
```

For K1, K2 ≥ 0 the matrix is positive semidefinite at every wave vector. The facts `e1` to `e4` are the nonnegativity of the four terms of the quadratic form, the first two without their factor 2.

```lean
/-- For nonnegative spring constants the dynamical matrix is positive semidefinite at every
wave vector. -/
theorem dynMatrix_posSemidef {K1 K2 : ℝ} (h1 : 0 ≤ K1) (h2 : 0 ≤ K2) (x y : ℝ) :
    (dynMatrix K1 K2 x y).PosSemidef := by
  rw [Matrix.posSemidef_iff_dotProduct_mulVec]
  refine ⟨dynMatrix_isHermitian K1 K2 x y, ?_⟩
  intro u
  have hc : ∀ t : ℝ, 0 ≤ 1 - Real.cos t := fun t => sub_nonneg.mpr (Real.cos_le_one t)
  have h : 0 ≤ u ⬝ᵥ dynMatrix K1 K2 x y *ᵥ u := by
    rw [energy_eq]
    have e1 := mul_nonneg (mul_nonneg h1 (hc x)) (sq_nonneg (u 0))
    have e2 := mul_nonneg (mul_nonneg h1 (hc y)) (sq_nonneg (u 1))
    have e3 := mul_nonneg (mul_nonneg h2 (hc (x + y))) (sq_nonneg (u 0 + u 1))
    have e4 := mul_nonneg (mul_nonneg h2 (hc (x - y))) (sq_nonneg (u 0 - u 1))
    nlinarith [e1, e2, e3, e4]
  simpa using h
```

On (2πℤ)² the matrix vanishes for any stiffnesses; `hs` obtains sin x = 0 from sin²x + cos²x = 1.

```lean
/-- The dynamical matrix vanishes at wave vectors in `(2πℤ)²`. -/
theorem dynMatrix_eq_zero (K1 K2 : ℝ) {x y : ℝ} (hx : InTwoPiZ x) (hy : InTwoPiZ y) :
    dynMatrix K1 K2 x y = 0 := by
  rw [inTwoPiZ_iff] at hx hy
  have hs : Real.sin x = 0 := by
    have h := Real.sin_sq_add_cos_sq x
    rw [hx] at h
    have h0 : Real.sin x ^ 2 = 0 := by linarith
    simpa using h0
  ext i j
  fin_cases i <;> fin_cases j <;> simp [dynMatrix, hx, hy, hs]
```

The main theorem reads: for real K1 > 0, K2 > 0 and all real x, y, the matrix D is positive definite if and only if x and y are not both integer multiples of 2π. The forward direction tests the form on `![1, 0]` and finds 0 < 0. The converse splits on cos x = 1 and then on cos y = 1. In the first case `hp` and `hm` are cos(x ± y) = cos y, `e1` is K2(1 − cos y)(u₀² + u₁²) > 0, `e2` is K1(1 − cos y)u₁² ≥ 0, and the energy is twice their sum. In the last case `e1` is the positivity of the axial part without its factor 2, while `e3` and `e4` bound the diagonal terms below by zero.

```lean
/-- For positive spring constants the dynamical matrix is positive definite exactly when the
wave vector lies outside `(2πℤ)²`. -/
theorem dynMatrix_posDef_iff {K1 K2 : ℝ} (h1 : 0 < K1) (h2 : 0 < K2) (x y : ℝ) :
    (dynMatrix K1 K2 x y).PosDef ↔ ¬ (InTwoPiZ x ∧ InTwoPiZ y) := by
  rw [posDef_iff_energy]
  constructor
  · rintro h ⟨hx, hy⟩
    have h0 := h ![1, 0] (Or.inl (by simp))
    rw [dynMatrix_eq_zero K1 K2 hx hy] at h0
    simp at h0
  · intro h u hu
    rw [inTwoPiZ_iff, inTwoPiZ_iff] at h
    have hc : ∀ t : ℝ, 0 ≤ 1 - Real.cos t := fun t => sub_nonneg.mpr (Real.cos_le_one t)
    have hc' : ∀ t : ℝ, Real.cos t ≠ 1 → 0 < 1 - Real.cos t :=
      fun t ht => sub_pos.mpr (lt_of_le_of_ne (Real.cos_le_one t) ht)
    have hsin : ∀ t : ℝ, Real.cos t = 1 → Real.sin t = 0 := by
      intro t ht
      have h := Real.sin_sq_add_cos_sq t
      rw [ht] at h
      have h0 : Real.sin t ^ 2 = 0 := by linarith
      simpa using h0
    rw [energy_eq]
    by_cases hx : Real.cos x = 1
    · -- on the line `cos x = 1` the diagonal springs stiffen both polarisations
      have hb := hc' y (fun hy => h ⟨hx, hy⟩)
      have hp : Real.cos (x + y) = Real.cos y := by
        rw [Real.cos_add, hx, hsin x hx]; ring
      have hm : Real.cos (x - y) = Real.cos y := by
        rw [Real.cos_sub, hx, hsin x hx]; ring
      have e1 := weighted_sq_pos (mul_pos h2 hb) (mul_pos h2 hb) hu
      have e2 := mul_nonneg (mul_pos h1 hb).le (sq_nonneg (u 1))
      rw [hp, hm, hx]
      nlinarith [e1, e2]
    · have ha := hc' x hx
      by_cases hy : Real.cos y = 1
      · have hp : Real.cos (x + y) = Real.cos x := by
          rw [Real.cos_add, hy, hsin y hy]; ring
        have hm : Real.cos (x - y) = Real.cos x := by
          rw [Real.cos_sub, hy, hsin y hy]; ring
        have e1 := weighted_sq_pos (mul_pos h2 ha) (mul_pos h2 ha) hu
        have e2 := mul_nonneg (mul_pos h1 ha).le (sq_nonneg (u 0))
        rw [hp, hm, hy]
        nlinarith [e1, e2]
      · -- off both lines the axial springs alone are enough
        have hb := hc' y hy
        have e1 := weighted_sq_pos (mul_pos h1 ha) (mul_pos h1 hb) hu
        have e3 := mul_nonneg (mul_nonneg h2.le (hc (x + y))) (sq_nonneg (u 0 + u 1))
        have e4 := mul_nonneg (mul_nonneg h2.le (hc (x - y))) (sq_nonneg (u 0 - u 1))
        nlinarith [e1, e3, e4]
```

With K2 = 0 and K1 > 0 the condition becomes `¬ InTwoPiZ x ∧ ¬ InTwoPiZ y`, which excludes whole lines instead of points. The test vectors `![1, 0]` and `![0, 1]` are the sliding modes of rows and columns.

```lean
/-- With axial springs only, the dynamical matrix is positive definite exactly when neither
`x` nor `y` lies in `2πℤ`. -/
theorem axial_only_posDef_iff {K1 : ℝ} (h1 : 0 < K1) (x y : ℝ) :
    (dynMatrix K1 0 x y).PosDef ↔ ¬ InTwoPiZ x ∧ ¬ InTwoPiZ y := by
  rw [posDef_iff_energy, inTwoPiZ_iff, inTwoPiZ_iff]
  constructor
  · intro h
    constructor
    · intro hx
      have h0 := h ![1, 0] (Or.inl (by simp))
      rw [energy_eq] at h0
      simp [hx] at h0
    · intro hy
      have h0 := h ![0, 1] (Or.inr (by simp))
      rw [energy_eq] at h0
      simp [hy] at h0
  · rintro ⟨hx, hy⟩ u hu
    have ha := sub_pos.mpr (lt_of_le_of_ne (Real.cos_le_one x) hx)
    have hb := sub_pos.mpr (lt_of_le_of_ne (Real.cos_le_one y) hy)
    have e1 := weighted_sq_pos (mul_pos h1 ha) (mul_pos h1 hb) hu
    rw [energy_eq]
    nlinarith [e1]
```

With K1 = 0 and K2 > 0 the test vectors are `![1, 1]` and `![1, -1]`. The converse needs `hv`: if u₀+u₁ and u₀−u₁ both vanished, so would u.

```lean
/-- With diagonal springs only, the dynamical matrix is positive definite exactly when neither
`x + y` nor `x - y` lies in `2πℤ`. -/
theorem diagonal_only_posDef_iff {K2 : ℝ} (h2 : 0 < K2) (x y : ℝ) :
    (dynMatrix 0 K2 x y).PosDef ↔ ¬ InTwoPiZ (x + y) ∧ ¬ InTwoPiZ (x - y) := by
  rw [posDef_iff_energy, inTwoPiZ_iff, inTwoPiZ_iff]
  constructor
  · intro h
    constructor
    · intro hp
      have h0 := h ![1, 1] (Or.inl (by simp))
      rw [energy_eq] at h0
      simp [hp] at h0
    · intro hm
      have h0 := h ![1, -1] (Or.inl (by simp))
      rw [energy_eq] at h0
      simp [hm] at h0
  · rintro ⟨hp, hm⟩ u hu
    have ha := sub_pos.mpr (lt_of_le_of_ne (Real.cos_le_one (x + y)) hp)
    have hb := sub_pos.mpr (lt_of_le_of_ne (Real.cos_le_one (x - y)) hm)
    -- the projections on the two diagonals cannot both vanish
    have hv : u 0 + u 1 ≠ 0 ∨ u 0 - u 1 ≠ 0 := by
      by_cases hs : u 0 + u 1 = 0
      · right
        intro hd
        rcases hu with hu | hu
        · exact hu (by linarith)
        · exact hu (by linarith)
      · exact Or.inl hs
    have e1 := weighted_sq_pos (mul_pos h2 ha) (mul_pos h2 hb) hv
    rw [energy_eq]
    nlinarith [e1]
```

The last theorem concerns D = c·1 for some real c and needs only K1, K2 ≠ 0, of either sign. The point (π, π) is expressed by x − π and y − π lying in 2πℤ. The steps `hxy` and `hq` are cos x = cos y and (cos x − 1)(cos x + 1) = 0; the converse offers the common diagonal entry as c. Both hypotheses are needed: for K2 = 0 the matrix is scalar wherever cos x = cos y, and for K1 = 0 it equals 4K2 times the identity at (0, π).

```lean
/-- For nonzero spring constants the dynamical matrix is a multiple of the identity exactly
when the wave vector is `(0, 0)` or `(π, π)` modulo `(2πℤ)²`. -/
theorem dynMatrix_scalar_iff {K1 K2 : ℝ} (h1 : K1 ≠ 0) (h2 : K2 ≠ 0) (x y : ℝ) :
    (∃ c : ℝ, dynMatrix K1 K2 x y = c • (1 : Matrix (Fin 2) (Fin 2) ℝ)) ↔
      (InTwoPiZ x ∧ InTwoPiZ y) ∨ (InTwoPiZ (x - Real.pi) ∧ InTwoPiZ (y - Real.pi)) := by
  simp only [inTwoPiZ_iff, Real.cos_sub_pi]
  constructor
  · rintro ⟨c, hc⟩
    have h00 : 2 * K1 * (1 - Real.cos x) + 2 * K2 * (1 - Real.cos x * Real.cos y) = c := by
      simpa [dynMatrix] using congrFun (congrFun hc 0) 0
    have h11 : 2 * K1 * (1 - Real.cos y) + 2 * K2 * (1 - Real.cos x * Real.cos y) = c := by
      simpa [dynMatrix] using congrFun (congrFun hc 1) 1
    have h01 : 2 * K2 * Real.sin x * Real.sin y = 0 := by
      simpa [dynMatrix] using congrFun (congrFun hc 0) 1
    -- equal diagonal entries force equal cosines
    have hd : K1 * (Real.cos x - Real.cos y) = 0 := by linarith
    have hxy : Real.cos x = Real.cos y := sub_eq_zero.mp ((mul_eq_zero.mp hd).resolve_left h1)
    -- a vanishing off-diagonal entry then forces the cosine to be ±1
    have ho : K2 * (Real.sin x * Real.sin y) = 0 := by linarith
    have hq : (Real.cos x - 1) * (Real.cos x + 1) = 0 := by
      rcases mul_eq_zero.mp ((mul_eq_zero.mp ho).resolve_left h2) with hs | hs
      · have h := Real.sin_sq_add_cos_sq x
        rw [hs] at h
        nlinarith [h]
      · have h := Real.sin_sq_add_cos_sq y
        rw [hs, ← hxy] at h
        nlinarith [h]
    rcases mul_eq_zero.mp hq with h | h
    · exact Or.inl ⟨by linarith, by linarith⟩
    · exact Or.inr ⟨by linarith, by linarith⟩
  · intro h
    have hxy : Real.cos y = Real.cos x := by
      rcases h with ⟨hx, hy⟩ | ⟨hx, hy⟩ <;> linarith
    have hs : Real.sin x = 0 := by
      have hp := Real.sin_sq_add_cos_sq x
      have h0 : Real.sin x ^ 2 = 0 := by
        rcases h with ⟨hx, _⟩ | ⟨hx, _⟩
        · rw [hx] at hp
          linarith
        · have hx' : Real.cos x = -1 := by linarith
          rw [hx'] at hp
          linarith
      simpa using h0
    refine ⟨2 * K1 * (1 - Real.cos x) + 2 * K2 * (1 - Real.cos x * Real.cos x), ?_⟩
    ext i j
    fin_cases i <;> fin_cases j <;> simp [dynMatrix, hs, hxy]

end

end SquareLatticePhonons
```

```lean
#print axioms SquareLatticePhonons.dynMatrix_eq_sum_springs
#print axioms SquareLatticePhonons.dynMatrix_posDef_iff
#print axioms SquareLatticePhonons.diagonal_only_posDef_iff
#print axioms SquareLatticePhonons.dynMatrix_scalar_iff
```

```
'SquareLatticePhonons.dynMatrix_eq_sum_springs' depends on axioms: [propext, Classical.choice, Quot.sound]
'SquareLatticePhonons.dynMatrix_posDef_iff' depends on axioms: [propext, Classical.choice, Quot.sound]
'SquareLatticePhonons.diagonal_only_posDef_iff' depends on axioms: [propext, Classical.choice, Quot.sound]
'SquareLatticePhonons.dynMatrix_scalar_iff' depends on axioms: [propext, Classical.choice, Quot.sound]
```
